# Size consistency of coupled-cluster theory for two uncoupled fragments with an additive cluster operator

Put two molecules far apart in one calculation, and a truncated configuration-interaction method generally returns an energy that differs from the sum of two separate runs. The difference enters any dissociation energy taken from those numbers, although the molecules do not interact.

A small model shows the size of the effect. Give each fragment a reference determinant with energy 0 and one excited determinant with energy 3, coupled by a matrix element 2, in arbitrary units. The ground-state energy of one fragment is \((3-\sqrt{9+16})/2=-1\), so the pair should have energy \(-2\). If configuration interaction on the pair leaves out the determinant in which both fragments are excited, it gives \((3-\sqrt{9+32})/2\approx-1.70\). Coupled-cluster theory with the same excitations in its cluster operator gives \(-2\).

## Energies add and amplitude equations split

Let \(H\) and \(K\) be the Hamiltonians of the two fragments, written as matrices over their determinants, with reference determinants \(r\) and \(s\). Let \(A\) and \(B\) be the fragment cluster operators, which textbooks usually call \(T\). Define the transformed Hamiltonians
\[
H'=e^{-A}He^{A},\qquad K'=e^{-B}Ke^{B}.
\]
The coupled-cluster energy of the first fragment is \(H'_{rr}\), and its residuals are the entries \(H'_{ir}\) with \(i\neq r\). The amplitude equations set the residuals to zero on a chosen set of determinants, the excitation manifold.

For the uncoupled pair, take the Hamiltonian \(H\otimes1+1\otimes K\) and the cluster operator \(A\otimes1+1\otimes B\). The reference column of the transformed Hamiltonian is then
\[
\begin{aligned}
(r,s)&:\ H'_{rr}+K'_{ss}, & (i,s)&:\ H'_{ir},\\
(r,j)&:\ K'_{js}, & (i,j)&:\ 0,
\end{aligned}
\]
for \(i\neq r\) and \(j\neq s\). The energy is additive. On any manifold \(W\) of the pair that omits \((r,s)\), the amplitude equations hold exactly when the first fragment solves its own equations on \(\{i:(i,s)\in W\}\) and the second solves its own on \(\{j:(r,j)\in W\}\).

## Fragment amplitudes in a calculation on the pair

Coupled-cluster interaction energies are usually computed as differences between a run on the pair and runs on the fragments. For non-interacting fragments with a separable reference, the identity says that the fragment amplitudes, placed side by side, solve the equations of the pair and give an interaction energy of zero.

Take singles and doubles (CCSD) with orbitals localised on the fragments. The doubles array \(t_{ij}^{ab}\) of the pair, where \(i,j\) now label occupied and \(a,b\) virtual orbitals, then holds the doubles of each fragment in the blocks whose four indices lie on that fragment. All other blocks are zero. A single excitation on each fragment counts as a double of the pair, so the code does evaluate a residual for it, and that residual vanishes with a zero amplitude. The determinant still appears in the wavefunction, with a coefficient that comes from the product of the two singles amplitudes.

In the two-level model, let the cluster operator of one fragment take the reference to the excited determinant with amplitude \(t\). The residual is \(2+3t-2t^2\) and the energy is \(2t\). The root \(t=-1/2\) gives energy \(-1\). For the pair, the same amplitude on both fragments gives \(-2\), and the determinant with both fragments excited has coefficient \(t^2=1/4\) relative to the reference. No amplitude is stored for it.

## From the mixed-product rule to separate residuals

Everything rests on the rule \((X\otimes Y)(X'\otimes Y')=XX'\otimes YY'\). Let \(S\) and \(T\) be invertible matrices on the two fragments; here \(T\) is a transformation and not a cluster operator. Since \((S^{-1}\otimes T^{-1})(S\otimes T)=1\otimes1\), the inverse of \(S\otimes T\) is \(S^{-1}\otimes T^{-1}\). Therefore
\[
(S\otimes T)^{-1}(H\otimes1)(S\otimes T)=S^{-1}HS\otimes T^{-1}T=S^{-1}HS\otimes1,
\]
and in the same way the second term becomes \(1\otimes T^{-1}KT\).

Now write \(H'=S^{-1}HS\) and \(K'=T^{-1}KT\) for these general transformations. The entry in row \((i,j)\) and column \((r,s)\) is
\[
H'_{ir}\,\delta_{js}+\delta_{ir}\,K'_{js}.
\]
With \(i=r\) and \(j=s\), both terms survive. If one fragment is excited, only its own term survives. If both are excited, both Kronecker deltas vanish.

It remains to show that the cluster exponential has the form \(S\otimes T\). The operators \(A\otimes1\) and \(1\otimes B\) commute, since their product in either order is \(A\otimes B\). The power series gives
\[
e^{A\otimes1}=\sum_k\frac{A^k\otimes1}{k!}=e^A\otimes1,
\]
and likewise \(e^{1\otimes B}=1\otimes e^B\). Hence
\[
e^{A\otimes1+1\otimes B}=(e^A\otimes1)(1\otimes e^B)=e^A\otimes e^B.
\]
Both factors are invertible, with inverses \(e^{-A}\) and \(e^{-B}\), so the column above applies with \(S=e^A\) and \(T=e^B\). Every element of \(W\) excites the first fragment only, the second only, or both. The first two kinds give the fragment equations, and the third gives \(0=0\).

The link to the Schrödinger equation comes from \(HS=SH'\). Let \(e_k\) be the unit vector of determinant \(k\). If \(H'_{kr}=0\) for every \(k\neq r\), then
\[
H(Se_r)=\sum_k (Se_k)H'_{kr}=H'_{rr}\,(Se_r).
\]
The vector \(Se_r\) is nonzero because \(S\) is invertible, but it is not normalised in general. The normalised state is \(Se_r/\lVert Se_r\rVert\), with the same energy.

## Fragments as complex matrices in Lean

The finite types `m` and `n` label the determinants of the two fragments, and pairs in `m × n` label those of the composite system. The symbol `⊗ₖ` is the Kronecker product. `separated A B` means \(A\otimes1+1\otimes B\), and it serves for both Hamiltonians and cluster operators. `similarity H S` is \(S^{-1}HS\), and `IsUnit S.det` says that \(S\) is invertible. `SolvesAmplitudes H S r W` says that the reference column of the transformed Hamiltonian vanishes on `W`.

```lean
import Mathlib

open Matrix
open scoped Kronecker

namespace CoupledClusterSeparability

noncomputable section

variable {m n : Type*} [Fintype m] [DecidableEq m] [Fintype n] [DecidableEq n]

/-- The sum `A ⊗ 1 + 1 ⊗ B` of an operator on the first fragment and an operator on the
second, without any coupling between them. -/
def separated (A : Matrix m m ℂ) (B : Matrix n n ℂ) : Matrix (m × n) (m × n) ℂ :=
  A ⊗ₖ (1 : Matrix n n ℂ) + (1 : Matrix m m ℂ) ⊗ₖ B

/-- The similarity-transformed Hamiltonian `S⁻¹ H S`, for an invertible matrix `S`. -/
def similarity (H S : Matrix m m ℂ) : Matrix m m ℂ := S⁻¹ * H * S

/-- The amplitude equations on the excitation manifold `W`: in the column of the reference `r`, the
matrix `similarity H S` has a zero entry in every row that belongs to `W`. -/
def SolvesAmplitudes (H S : Matrix m m ℂ) (r : m) (W : Set m) : Prop :=
  ∀ i ∈ W, similarity H S i r = 0

/-- For invertible `S` and `T`, transforming the Hamiltonian of two uncoupled fragments by
`S ⊗ T` transforms each fragment Hamiltonian separately. -/
theorem similarity_separated (H S : Matrix m m ℂ) (K T : Matrix n n ℂ)
    (hS : IsUnit S.det) (hT : IsUnit T.det) :
    similarity (separated H K) (S ⊗ₖ T) = separated (similarity H S) (similarity K T) := by
  -- the inverse of a product transformation is the product of the inverses
  have hinv : (S ⊗ₖ T)⁻¹ = S⁻¹ ⊗ₖ T⁻¹ := Matrix.inv_eq_left_inv (by
    rw [← Matrix.mul_kronecker_mul, Matrix.nonsing_inv_mul _ hS,
      Matrix.nonsing_inv_mul _ hT, Matrix.one_kronecker_one])
  unfold similarity separated
  rw [hinv]
  simp only [Matrix.mul_add, Matrix.add_mul, ← Matrix.mul_kronecker_mul, Matrix.mul_one,
    Matrix.nonsing_inv_mul _ hS, Matrix.nonsing_inv_mul _ hT]

/-- For invertible `S` and `T`, the reference column of the transformed composite Hamiltonian
holds the sum of the fragment energies, the residuals of each fragment, and zero wherever
both fragments are excited. -/
theorem reference_column (H S : Matrix m m ℂ) (K T : Matrix n n ℂ)
    (hS : IsUnit S.det) (hT : IsUnit T.det) (r : m) (s : n) :
    similarity (separated H K) (S ⊗ₖ T) (r, s) (r, s)
        = similarity H S r r + similarity K T s s ∧
    (∀ i, i ≠ r →
      similarity (separated H K) (S ⊗ₖ T) (i, s) (r, s) = similarity H S i r) ∧
    (∀ j, j ≠ s →
      similarity (separated H K) (S ⊗ₖ T) (r, j) (r, s) = similarity K T j s) ∧
    (∀ i j, i ≠ r → j ≠ s →
      similarity (separated H K) (S ⊗ₖ T) (i, j) (r, s) = 0) := by
  rw [similarity_separated H S K T hS hT]
  refine ⟨?_, fun i hi => ?_, fun j hj => ?_, fun i j hi hj => ?_⟩
  · simp [separated, Matrix.kroneckerMap_apply]
  · simp [separated, Matrix.kroneckerMap_apply, hi]
  · simp [separated, Matrix.kroneckerMap_apply, hj]
  · simp [separated, Matrix.kroneckerMap_apply, hi, hj]

/-- A continuous ring homomorphism between matrix algebras commutes with the exponential. -/
theorem map_matrix_exp (f : Matrix m m ℂ →+* Matrix n n ℂ) (hf : Continuous f)
    (A : Matrix m m ℂ) : f (NormedSpace.exp A) = NormedSpace.exp (f A) := by
  -- completeness for the entrywise structure, carried over to the operator norm below
  have hcomplete : CompleteSpace (Matrix m m ℂ) := inferInstance
  let : NormedRing (Matrix m m ℂ) := Matrix.linftyOpNormedRing
  let : NormedAlgebra ℚ (Matrix m m ℂ) := Matrix.linftyOpNormedAlgebra
  let : NormedRing (Matrix n n ℂ) := Matrix.linftyOpNormedRing
  let : NormedAlgebra ℚ (Matrix n n ℂ) := Matrix.linftyOpNormedAlgebra
  have : @CompleteSpace (Matrix m m ℂ) PseudoMetricSpace.toUniformSpace := hcomplete
  exact NormedSpace.map_exp f hf A

/-- The exponential of a sum of fragment cluster operators is the tensor product of the
fragment exponentials. -/
theorem exp_separated (A : Matrix m m ℂ) (B : Matrix n n ℂ) :
    NormedSpace.exp (separated A B) = NormedSpace.exp A ⊗ₖ NormedSpace.exp B := by
  -- the embeddings of the two fragment algebras into the composite algebra
  let f : Matrix m m ℂ →+* Matrix (m × n) (m × n) ℂ :=
    { toFun := fun X => X ⊗ₖ (1 : Matrix n n ℂ)
      map_one' := Matrix.one_kronecker_one
      map_mul' := fun X Y => by rw [← Matrix.mul_kronecker_mul, Matrix.mul_one]
      map_zero' := Matrix.zero_kronecker _
      map_add' := fun X Y => Matrix.add_kronecker X Y _ }
  let g : Matrix n n ℂ →+* Matrix (m × n) (m × n) ℂ :=
    { toFun := fun X => (1 : Matrix m m ℂ) ⊗ₖ X
      map_one' := Matrix.one_kronecker_one
      map_mul' := fun X Y => by rw [← Matrix.mul_kronecker_mul, Matrix.mul_one]
      map_zero' := Matrix.kronecker_zero _
      map_add' := fun X Y => Matrix.kronecker_add _ X Y }
  have hf : Continuous f := continuous_matrix fun i j =>
    (continuous_id.matrix_elem i.1 j.1).mul continuous_const
  have hg : Continuous g := continuous_matrix fun i j =>
    continuous_const.mul (continuous_id.matrix_elem i.2 j.2)
  -- operators on different fragments commute
  have hc : Commute (f A) (g B) := by
    change (A ⊗ₖ (1 : Matrix n n ℂ)) * ((1 : Matrix m m ℂ) ⊗ₖ B)
      = ((1 : Matrix m m ℂ) ⊗ₖ B) * (A ⊗ₖ (1 : Matrix n n ℂ))
    simp only [← Matrix.mul_kronecker_mul, Matrix.mul_one, Matrix.one_mul]
  change NormedSpace.exp (f A + g B) = _
  rw [Matrix.exp_add_of_commute _ _ hc, ← map_matrix_exp f hf, ← map_matrix_exp g hg]
  change (NormedSpace.exp A ⊗ₖ (1 : Matrix n n ℂ))
    * ((1 : Matrix m m ℂ) ⊗ₖ NormedSpace.exp B) = _
  rw [← Matrix.mul_kronecker_mul, Matrix.mul_one, Matrix.one_mul]

/-- Size consistency of coupled-cluster theory: for uncoupled fragments and an additive cluster
operator the energy is additive. On any manifold `W` without the reference, the composite
amplitude equations hold exactly when those of each fragment hold on the part of `W` in which
the other fragment stays in its reference. -/
theorem size_consistency (H A : Matrix m m ℂ) (K B : Matrix n n ℂ) (r : m) (s : n)
    (W : Set (m × n)) (hW : (r, s) ∉ W) :
    similarity (separated H K) (NormedSpace.exp (separated A B)) (r, s) (r, s)
        = similarity H (NormedSpace.exp A) r r + similarity K (NormedSpace.exp B) s s ∧
    (SolvesAmplitudes (separated H K) (NormedSpace.exp (separated A B)) (r, s) W ↔
      SolvesAmplitudes H (NormedSpace.exp A) r {i | (i, s) ∈ W} ∧
      SolvesAmplitudes K (NormedSpace.exp B) s {j | (r, j) ∈ W}) := by
  have hA := (Matrix.isUnit_iff_isUnit_det _).mp (Matrix.isUnit_exp A)
  have hB := (Matrix.isUnit_iff_isUnit_det _).mp (Matrix.isUnit_exp B)
  rw [exp_separated]
  obtain ⟨h0, h1, h2, h3⟩ := reference_column H _ K _ hA hB r s
  refine ⟨h0, ?_⟩
  unfold SolvesAmplitudes
  constructor
  · intro h
    refine ⟨fun i hi => ?_, fun j hj => ?_⟩
    · have hne : i ≠ r := fun e => hW (e ▸ hi)
      rw [← h1 i hne]
      exact h (i, s) hi
    · have hne : j ≠ s := fun e => hW (e ▸ hj)
      rw [← h2 j hne]
      exact h (r, j) hj
  · rintro ⟨hH, hK⟩ ⟨i, j⟩ hij
    by_cases hi : i = r
    · subst hi
      have hj : j ≠ s := fun e => hW (e ▸ hij)
      rw [h2 j hj]
      exact hK j hij
    · by_cases hj : j = s
      · subst hj
        rw [h1 i hi]
        exact hH i hij
      · exact h3 i j hi hj

/-- If `S` is invertible and the amplitude equations hold on all determinants other than the
reference, the transformed reference state satisfies the Schrödinger equation with the
coupled-cluster energy. -/
theorem schrodinger_of_amplitudes (H S : Matrix m m ℂ) (r : m) (hS : IsUnit S.det)
    (h : SolvesAmplitudes H S r {i | i ≠ r}) :
    H *ᵥ (fun k => S k r) = similarity H S r r • (fun k => S k r) := by
  have hHS : H * S = S * similarity H S := by
    rw [similarity, Matrix.mul_assoc, ← Matrix.mul_assoc S, Matrix.mul_nonsing_inv _ hS,
      Matrix.one_mul]
  funext i
  -- only the reference survives in the sum over determinants
  calc (H *ᵥ fun k => S k r) i = (H * S) i r := rfl
    _ = ∑ k, S i k * similarity H S k r := by rw [hHS, Matrix.mul_apply]
    _ = S i r * similarity H S r r :=
        Finset.sum_eq_single r (fun k _ hk => by rw [h k hk, mul_zero]) (by simp)
    _ = (similarity H S r r • (fun k => S k r)) i := by
        rw [Pi.smul_apply, smul_eq_mul, mul_comm]

end

end CoupledClusterSeparability
```

```lean
#print axioms CoupledClusterSeparability.size_consistency
#print axioms CoupledClusterSeparability.schrodinger_of_amplitudes
```

```
'CoupledClusterSeparability.size_consistency' depends on axioms: [propext, Classical.choice, Quot.sound]
'CoupledClusterSeparability.schrodinger_of_amplitudes' depends on axioms: [propext, Classical.choice, Quot.sound]
```

`similarity_separated` first establishes the inverse as `hinv`, then expands the sum and applies the mixed-product rule through `Matrix.mul_kronecker_mul`. `reference_column` rewrites with that result, and `simp` evaluates the deltas in each of the four cases.

`map_matrix_exp` replaces the term-by-term power series: a continuous ring homomorphism carries \(e^A\) to the exponential of the image of \(A\). Mathlib's general lemma needs a norm, so the proof chooses the maximum row sum locally. In `exp_separated`, the homomorphisms `f` and `g` are \(X\mapsto X\otimes1\) and \(X\mapsto1\otimes X\), and `hc` is the commutation that allows the exponential of the sum to be factorised.

`size_consistency` obtains invertibility from `Matrix.isUnit_exp` and takes the four parts of the reference column as `h0` to `h3`. The forward direction of the equivalence restricts the composite equations to determinants with one fragment in its reference. The reverse direction sorts an arbitrary element of `W` by whether `i = r` and `j = s`. Finally, `schrodinger_of_amplitudes` proves \(HS=SH'\) as `hHS` and reduces the sum over determinants to its reference term with `Finset.sum_eq_single`.

## Additive solutions, finite bases and localised references

The main theorem, `size_consistency`, holds for arbitrary complex matrices `H`, `K`, `A` and `B` over finite bases. The Hamiltonians need not be Hermitian, and the cluster operators need not be pure excitation operators or match the manifold `W`. A CCSD calculation makes those choices in addition: its cluster operator contains singles and doubles, and `W` contains the corresponding determinants.

The condition `hW`, that `W` omits the reference, is used for the equivalence of the amplitude equations and not for the additivity of the energy. Let each fragment have a single determinant, with \(H=(1)\), \(K=(-1)\) and \(A=B=0\), and let \(W=\{(r,s)\}\). The composite equation reads \(1+(-1)=0\) and holds, while the fragment equations read \(1=0\) and \(-1=0\). So if `W` may contain the reference, a solution for the pair need not solve the fragment equations.

The additive form of the cluster operator is assumed. The theorem turns fragment solutions into a solution for the pair, but it says nothing about whether fragment solutions exist, or whether every solution for the pair is additive. Nonlinear amplitude equations can have several roots, as the two-level model shows: \(t=2\) also solves its equation and gives the excited energy 4. Which root an iterative solver reaches is a separate matter.

`schrodinger_of_amplitudes` requires the residuals to vanish on all determinants other than the reference. It therefore describes the untruncated method within the finite basis. A truncated calculation has additive energies under the conditions of `size_consistency`, but its energy is in general only an approximation to an eigenvalue.

The step from these matrices to two real molecules is the identification of the antisymmetric many-electron space with a product of fragment spaces. A calculation on the pair also contains determinants in which electrons have moved from one fragment to the other, so the fragment bases must include determinants with other electron numbers. The identification uses orbitals localised on the fragments. Delocalised orbitals are no obstacle if rotations among the occupied orbitals and among the virtual orbitals can localise them, because such rotations leave the CCSD energy unchanged. The reference must also be a product of fragment references. Stretched H₂ with a restricted closed-shell reference lacks this property: its doubly occupied orbital spreads over both atoms, and the reference mixes neutral and ionic configurations. At finite distance, the interaction between the fragments also adds terms to the Hamiltonian that `separated H K` leaves out.
